# For an invertible real matrix A, log |det(A + tB)| has derivative Tr(A⁻¹B) at t = 0

Differentiating with respect to a matrix can mean several things, and here it means differentiating along a straight line. A is a real square matrix, B is a real matrix of the same size that gives the direction of the perturbation, and t is a real number. The function to be differentiated at t = 0 is

f(t) = log |det(A + tB)|.

The absolute value is part of the choice: it lets f make sense for every invertible A, whatever the sign of its determinant. When det A > 0 it can be removed near t = 0, and a separate theorem does so.

Another model would take the Fréchet derivative of A ↦ log |det A| on the open set of invertible matrices. The derivative would then be the linear map B ↦ Tr(A⁻¹B), with an error that is small compared with the size of B, uniformly over directions. Such a statement would also handle curved paths A(t) directly through the chain rule. The version with a line treats one fixed B at a time, and it needs no norm on matrices.

In the code, `Matrix n n ℝ` is the type of real matrices whose rows and columns are labelled by a finite set `n`, for example the functions of a finite basis. There is no restriction to symmetric matrices unless a theorem states one.

In Lean 4 with Mathlib:

```lean
import Mathlib

open Filter Topology

namespace SelectedInversion

variable {n : Type*} [Fintype n] [DecidableEq n]
```

## The determinant near the identity

Let M be a real square matrix. The permutation expansion of the determinant reads

det(1 + tM) = Σ_σ sgn(σ) ∏_i (δ_iσ(i) + t M_iσ(i)),

where σ runs over the permutations of the labels. A permutation other than the identity moves at least two labels. Each moved label supplies a factor t, so these terms are of order t² or higher. The identity permutation gives

∏_i (1 + t M_ii) = 1 + t Σ_i M_ii + terms of order t² and higher.

Hence there is a polynomial q with

det(1 + tM) = 1 + t Tr M + t² q(t).

The derivative of the last term is 2t q(t) + t² q′(t), which vanishes at t = 0. What remains is Tr M.

```lean
/-- To first order in `t`, the determinant of `1 + t M` changes at the rate `Tr M`. -/
theorem hasDerivAt_det_one_add (M : Matrix n n ℝ) :
    HasDerivAt (fun t : ℝ => (1 + t • M).det) M.trace 0 := by
  -- the determinant is a polynomial in t with known first two coefficients
  obtain ⟨q, hq⟩ : ∃ q : Polynomial ℝ, ∀ t : ℝ,
      (1 + t • M).det = 1 + M.trace * t + q.eval t * t ^ 2 :=
    ⟨_, fun t => Matrix.det_one_add_smul t M⟩
  rw [funext hq]
  have h := (((hasDerivAt_id' (0 : ℝ)).const_mul M.trace).const_add 1).fun_add
    ((q.hasDerivAt 0).fun_mul (hasDerivAt_pow 2 (0 : ℝ)))
  exact h.congr_deriv (by simp)
```

`HasDerivAt f f' x` says that the function `f` is differentiable at `x` with derivative `f'`. Here the function is `fun t : ℝ => (1 + t • M).det`, the derivative is `M.trace` and the point is `0`; the symbol `•` multiplies a matrix by a number.

The proof takes the polynomial identity from Mathlib's `Matrix.det_one_add_smul`, which replaces the count over permutations. The term `h` then differentiates the right-hand side by the sum and product rules, and `simp` evaluates the result at zero.

## Jacobi's formula by factoring out A

Suppose det A ≠ 0. Then A⁻¹ exists, and

A + tB = A(1 + tA⁻¹B).

The determinant of a product is the product of the determinants, so

det(A + tB) = det A · det(1 + tA⁻¹B).

The first factor is constant in t. The second has derivative Tr(A⁻¹B) at t = 0, by the previous step with M = A⁻¹B. Therefore

d/dt det(A + tB) at t = 0 equals det A · Tr(A⁻¹B).

```lean
/-- Jacobi's formula: along `A + t B` with `A` invertible, the determinant changes at `t = 0`
at the rate `det A * Tr (A⁻¹ B)`. -/
theorem hasDerivAt_det (A B : Matrix n n ℝ) (hA : A.det ≠ 0) :
    HasDerivAt (fun t : ℝ => (A + t • B).det) (A.det * (A⁻¹ * B).trace) 0 := by
  -- factor out the unperturbed matrix
  have hf : ∀ t : ℝ, (A + t • B).det = A.det * (1 + t • (A⁻¹ * B)).det := by
    intro t
    rw [← Matrix.det_mul, mul_add, mul_one, mul_smul_comm, ← mul_assoc,
      Matrix.mul_nonsing_inv A (isUnit_iff_ne_zero.mpr hA), one_mul]
  rw [funext hf]
  exact (hasDerivAt_det_one_add (A⁻¹ * B)).const_mul A.det
```

The hypothesis `hA` is invertibility, expressed through the determinant. The intermediate claim `hf` is the factorisation, valid for every t. Its proof runs from right to left: it joins the two determinants into one, multiplies out the bracket and uses AA⁻¹ = 1. The last line multiplies the derivative from the first theorem by the constant `A.det`.

## The logarithm turns the rate into a trace

Write D(t) = det(A + tB). Since D(0) = det A ≠ 0, the chain rule applies to log |D(t)| at t = 0:

f′(0) = D′(0) / D(0) = det A · Tr(A⁻¹B) / det A = Tr(A⁻¹B).

The prefactor det A cancels, and with it any dependence on the sign of the determinant.

```lean
/-- For every invertible `A`, the derivative of `log |det (A + t B)|` at `t = 0` is
`Tr (A⁻¹ B)`. -/
theorem hasDerivAt_log_abs_det (A B : Matrix n n ℝ) (hA : A.det ≠ 0) :
    HasDerivAt (fun t : ℝ => Real.log |(A + t • B).det|) (A⁻¹ * B).trace 0 := by
  have h0 : (A + (0 : ℝ) • B).det ≠ 0 := by
    rw [zero_smul, add_zero]
    exact hA
  simp only [Real.log_abs]
  refine ((hasDerivAt_det A B hA).log h0).congr_deriv ?_
  simp only [zero_smul, add_zero]
  exact mul_div_cancel_left₀ _ hA
```

Mathlib extends the real logarithm to negative arguments by log x = log |x|, so `Real.log_abs` may remove the absolute value inside the proof. The claim `h0` supplies the nonzero value D(0) that the chain rule for the logarithm requires, and `mul_div_cancel_left₀` is the cancellation of det A.

Invertibility cannot simply be dropped, as a two-by-two example shows. Take A = diag(1, 0) and B = diag(0, 1). Then

det(A + tB) = t, and f(t) = log |t| for t ≠ 0.

This function is unbounded near t = 0, so it has no derivative there. Physically, A has a zero mode, and the perturbation acts on exactly that mode.

## A positive determinant stays positive

If det A > 0, then D(0) > 0. The function D is differentiable at 0, hence continuous there, so D(t) > 0 for all t in some interval around 0. On that interval log |D(t)| is the ordinary log D(t), and the derivative at t = 0 is again Tr(A⁻¹B).

```lean
/-- If `det A > 0`, then `det (A + t B)` stays positive for small `t`, and the derivative of
`log (det (A + t B))` at `t = 0` is `Tr (A⁻¹ B)`. -/
theorem hasDerivAt_log_det (A B : Matrix n n ℝ) (hA : 0 < A.det) :
    (∀ᶠ t : ℝ in 𝓝 0, 0 < (A + t • B).det) ∧
      HasDerivAt (fun t : ℝ => Real.log (A + t • B).det) (A⁻¹ * B).trace 0 := by
  have h0 : 0 < (A + (0 : ℝ) • B).det := by
    rw [zero_smul, add_zero]
    exact hA
  constructor
  · exact (hasDerivAt_det A B hA.ne').continuousAt.tendsto.eventually (lt_mem_nhds h0)
  · simpa only [Real.log_abs] using hasDerivAt_log_abs_det A B hA.ne'
```

The conclusion has two parts, joined by `∧`. The expression `∀ᶠ t : ℝ in 𝓝 0` means "for all t in some neighbourhood of 0", and the first part says that the determinant is positive there. This guarantees that the logarithm in the second part is the ordinary one near t = 0. If det A were negative, D would be negative near 0, and only the version with the absolute value would keep its usual meaning.

The first part follows from continuity through `lt_mem_nhds`, which states that values close to a positive number are positive. The second is the previous theorem with the absolute value removed.

## Only matching inverse entries enter the trace

For any matrix G of the same size as B, writing out the product gives

Tr(GB) = Σ_i Σ_j G_ji B_ij.

Let S be a set of index pairs such that B_ij = 0 whenever (i, j) is not in S. The terms outside S vanish, and

Tr(GB) = Σ_(i,j)∈S G_ji B_ij.

An entry of B at (i, j) is multiplied by the entry of G at the transposed position (j, i). No other entries of G are needed.

```lean
omit [DecidableEq n] in
/-- If `B` vanishes outside the sparsity pattern `S`, then `Tr (G B)` is a sum over `S` that
involves only the entries of `G` at the transposed positions. -/
theorem trace_mul_eq_sum_pattern (G B : Matrix n n ℝ) (S : Finset (n × n))
    (hB : ∀ i j, (i, j) ∉ S → B i j = 0) :
    (G * B).trace = ∑ p ∈ S, G p.2 p.1 * B p.1 p.2 := by
  have h : (G * B).trace = ∑ p : n × n, G p.2 p.1 * B p.1 p.2 := by
    rw [Matrix.trace_mul_comm, Fintype.sum_prod_type]
    simp only [Matrix.trace, Matrix.diag_apply, Matrix.mul_apply]
    exact Finset.sum_congr rfl fun i _ => Finset.sum_congr rfl fun j _ => mul_comm _ _
  rw [h]
  -- positions outside the pattern contribute nothing
  symm
  exact Finset.sum_subset (Finset.subset_univ S)
    (fun p _ hp => by rw [hB p.1 p.2 hp, mul_zero])
```

The pattern `S` is a finite set of pairs. For a pair `p`, `p.1` is the row label i and `p.2` is the column label j, so the summand `G p.2 p.1 * B p.1 p.2` is G_ji B_ij. The pattern may contain positions where B happens to be zero; the hypothesis `hB` only forbids nonzero entries outside it.

The claim `h` is the double sum over all pairs, obtained after exchanging the two factors under the trace. `Finset.sum_subset` then discards the positions outside `S`.

If A is invertible, one may take G = A⁻¹, and this becomes a formula for the derivative of the logarithm:

f′(0) = Σ_(i,j)∈S (A⁻¹)_ji B_ij.

```lean
/-- For a perturbation `B` with sparsity pattern `S`, the derivative of `log |det (A + t B)|`
at `t = 0` is the sum of `(A⁻¹)_ji B_ij` over the positions `(i, j)` in `S`. -/
theorem hasDerivAt_log_abs_det_pattern (A B : Matrix n n ℝ) (hA : A.det ≠ 0)
    (S : Finset (n × n)) (hB : ∀ i j, (i, j) ∉ S → B i j = 0) :
    HasDerivAt (fun t : ℝ => Real.log |(A + t • B).det|)
      (∑ p ∈ S, A⁻¹ p.2 p.1 * B p.1 p.2) 0 :=
  (hasDerivAt_log_abs_det A B hA).congr_deriv (trace_mul_eq_sum_pattern A⁻¹ B S hB)
```

The proof replaces the trace in the general theorem by the sum over the pattern.

This is where selected inversion comes in, since it computes chosen entries of an inverse without forming the whole inverse. In a non-interacting model with a finite real Hamiltonian matrix H in an orthonormal basis and a real energy z that is not an eigenvalue, one may set A = z − H. A change of H confined to a few matrix elements then changes log |det(z − H)|, to first order, through the resolvent entries at the transposed positions alone. The theorem identifies the entries that are needed; it concerns exact real numbers and contains no statement about the cost or the rounding error of computing them.

## One entry of A gives one entry of the inverse

Let A be invertible, and let E_ij be the matrix with 1 at position (i, j) and 0 elsewhere. Adding tE_ij to A changes the single entry A_ij at unit rate. The pattern has one position, and the sum has one term:

d/dt log |det(A + tE_ij)| at t = 0 equals (A⁻¹)_ji.

```lean
/-- Changing only the entry `(i, j)` of `A` at unit rate changes `log |det A|` at the rate
`(A⁻¹)_ji`. -/
theorem hasDerivAt_log_abs_det_entry (A : Matrix n n ℝ) (hA : A.det ≠ 0) (i j : n) :
    HasDerivAt (fun t : ℝ => Real.log |(A + t • Matrix.single i j (1 : ℝ)).det|)
      (A⁻¹ j i) 0 := by
  have h := hasDerivAt_log_abs_det_pattern A (Matrix.single i j (1 : ℝ)) hA {(i, j)} (by
    intro k l hkl
    rw [Matrix.single_apply, if_neg]
    rintro ⟨rfl, rfl⟩
    exact hkl (Finset.mem_singleton_self _))
  exact h.congr_deriv (by simp [Matrix.single_apply])
```

`Matrix.single i j (1 : ℝ)` is E_ij, and `A⁻¹ j i` is the inverse entry in row j and column i. The order of the indices is reversed between the perturbation and the result.

The proof applies the pattern theorem to the set `{(i, j)}`. The block after `by` checks that E_ij vanishes at every other position (k, l), and `simp` evaluates the remaining term.

## Symmetric matrices and the factor of two

A real Hamiltonian or overlap matrix is symmetric, and changing one off-diagonal entry alone would destroy the symmetry. The direction that preserves it is E_ij + E_ji. The trace is linear, so

Tr(A⁻¹(E_ij + E_ji)) = (A⁻¹)_ji + (A⁻¹)_ij.

If A is invertible and symmetric, its inverse is symmetric too, because (A⁻¹)ᵀ = (Aᵀ)⁻¹ = A⁻¹. The two terms are then equal, and the derivative is 2(A⁻¹)_ij. For i = j the direction is 2E_ii: the diagonal entry changes at rate two, and the formula still holds.

```lean
/-- For symmetric `A`, the derivative of `log |det A|` in the symmetric direction
`E_ij + E_ji` is twice the inverse entry `(A⁻¹)_ij`. -/
theorem hasDerivAt_log_abs_det_symm (A : Matrix n n ℝ) (hA : A.det ≠ 0) (hs : A.IsSymm)
    (i j : n) :
    HasDerivAt (fun t : ℝ =>
        Real.log |(A + t • (Matrix.single i j (1 : ℝ) + Matrix.single j i 1)).det|)
      (2 * A⁻¹ i j) 0 := by
  -- the inverse inherits the symmetry
  have ht : (A⁻¹).transpose = A⁻¹ := by rw [Matrix.transpose_nonsing_inv, hs.eq]
  have hij : A⁻¹ j i = A⁻¹ i j := congrFun (congrFun ht i) j
  -- each one-entry derivative is also a trace
  have ht1 : ∀ k l : n, (A⁻¹ * Matrix.single k l (1 : ℝ)).trace = A⁻¹ l k := fun k l =>
    (hasDerivAt_log_abs_det A _ hA).unique (hasDerivAt_log_abs_det_entry A hA k l)
  refine (hasDerivAt_log_abs_det A _ hA).congr_deriv ?_
  rw [mul_add, Matrix.trace_add, ht1, ht1, hij]
  ring
```

The hypothesis `hs : A.IsSymm` is the symmetry of A. The claim `ht` transfers it to the inverse, and `hij` reads off the equality of the two entries.

The claim `ht1` states that Tr(A⁻¹E_kl) = (A⁻¹)_lk. It is obtained without expanding the trace: the general theorem and the one-entry theorem both give the derivative of the same function at the same point, and a derivative is unique. The closing lines split the trace into its two terms and add them.

## The trace of the resolvent as an energy derivative

Now let the energy vary while H, again taken in an orthonormal basis, stays fixed. Let z be a real energy at which z − H is invertible, that is, one that is not an eigenvalue of H. For another real energy w,

w − H = (z − H) + (w − z)·1.

This is the line A + tB with A = z − H, B = 1 and t = w − z. Since dt/dw = 1, the general formula gives

d/dw log |det(w − H)| at w = z equals Tr((z − H)⁻¹).

For a symmetric H with eigenvalues ε_k, counted with multiplicity, both sides can be read in the eigenbasis: the logarithm is Σ_k log |w − ε_k|, and its derivative at w = z is Σ_k 1/(z − ε_k).

```lean
/-- At a real energy `z` where `z - H` is invertible, the derivative of `log |det (z - H)|`
with respect to `z` is the trace of the resolvent `(z - H)⁻¹`. -/
theorem hasDerivAt_log_abs_det_resolvent (H : Matrix n n ℝ) (z : ℝ)
    (hz : (z • (1 : Matrix n n ℝ) - H).det ≠ 0) :
    HasDerivAt (fun w : ℝ => Real.log |(w • (1 : Matrix n n ℝ) - H).det|)
      ((z • (1 : Matrix n n ℝ) - H)⁻¹).trace z := by
  have hd := hasDerivAt_log_abs_det (z • (1 : Matrix n n ℝ) - H) 1 hz
  rw [mul_one, ← sub_self z] at hd
  -- measure the energy from z
  have e : ∀ w : ℝ, w • (1 : Matrix n n ℝ) - H
      = (z • (1 : Matrix n n ℝ) - H) + (w - z) • (1 : Matrix n n ℝ) := by
    intro w
    module
  have hf : (fun w : ℝ => Real.log |(w • (1 : Matrix n n ℝ) - H).det|)
      = fun w : ℝ => Real.log
        |((z • (1 : Matrix n n ℝ) - H) + (w - z) • (1 : Matrix n n ℝ)).det| := by
    funext w
    exact congrArg (fun M : Matrix n n ℝ => Real.log |M.det|) (e w)
  rw [hf]
  exact HasDerivAt.comp_sub_const z z hd

end SelectedInversion
```

The number z enters the matrix expression as `z • (1 : Matrix n n ℝ)`, and `hz` excludes the eigenvalues of H. The matrix H is real but need not be symmetric. Energies are real as well, so the complex shifts used in pole expansions of the density matrix are not covered.

In the proof, `hd` is the general theorem for B = 1, with the point 0 rewritten as z − z. The claim `e` is the decomposition of w − H, and `hf` carries it into the logarithm. `HasDerivAt.comp_sub_const` performs the change of variable from t to w.

```lean
#print axioms SelectedInversion.hasDerivAt_log_det
-- 'SelectedInversion.hasDerivAt_log_det' depends on axioms: [propext, Classical.choice, Quot.sound]
#print axioms SelectedInversion.hasDerivAt_log_abs_det_symm
-- 'SelectedInversion.hasDerivAt_log_abs_det_symm' depends on axioms: [propext, Classical.choice, Quot.sound]
#print axioms SelectedInversion.hasDerivAt_log_abs_det_resolvent
-- 'SelectedInversion.hasDerivAt_log_abs_det_resolvent' depends on axioms: [propext, Classical.choice, Quot.sound]
```
